# In the limit of many equally spaced, equally weighted bath modes, accumulated friction falls linearly and turns negative halfway through each period

Suppose a simulation replaces a frictional environment by harmonic modes at equally spaced frequencies, and the friction comes out wrong at late times. Adding modes above the highest frequency looks like a remedy, but at fixed spacing the result settles on a wrong value, which can even have the wrong sign. The problems below find that value for a particle coupled linearly to such a bath, when every mode has the same weight in the memory kernel.

```lean
import Mathlib

open Real Filter Topology

namespace DiscretisedFrictionBath

noncomputable section
```

The bath has \(N\) modes of frequencies \((j+1)d\), \(j=0,\dots,N-1\). Its memory kernel is postulated, not derived from a Hamiltonian:
\[
M_N(t)=\frac{2gd}{\pi}\sum_{j=0}^{N-1}\cos((j+1)dt).
\]
Here \(g\) is the memoryless friction coefficient that the bath is meant to reproduce.

```lean
/-- Memory kernel of a bath of `N` modes with frequencies `d, 2d, ..., N d` and
friction strength `g`. -/
def kernel (g d : ℝ) (N : ℕ) (t : ℝ) : ℝ :=
  2 * g * d / π * ∑ j ∈ Finset.range N, cos (((j : ℝ) + 1) * d * t)
```

The accumulated friction \(F_N(t)=\int_0^t M_N(s)\,ds\) is the drag coefficient at time \(t\) for a particle moved at constant velocity since time 0. When it is negative, the memory force pushes along the motion.

```lean
/-- Friction accumulated up to time `t`: the integral of the memory kernel over `[0, t]`. -/
def friction (g d : ℝ) (N : ℕ) (t : ℝ) : ℝ :=
  ∫ s in (0 : ℝ)..t, kernel g d N s
```

Two auxiliary functions are needed. The first is
\[
S_N(x)=\sum_{j=0}^{N-1}\frac{\sin((j+1)x)}{j+1}.
\]

```lean
/-- The sum of `sin (j x) / j` over the modes `j = 1, ..., N`. -/
def sineSum (N : ℕ) (x : ℝ) : ℝ :=
  ∑ j ∈ Finset.range N, sin (((j : ℝ) + 1) * x) / ((j : ℝ) + 1)
```

The second, with \(K=2N+1\) and a real parameter \(e\), is used on \(0<x<2\pi\):
\[
B_e(x)=e\left(S_N(x)-\frac{\pi-x}{2}+\frac{\cos((N+\frac12)x)}{K\sin(x/2)}\right)-\frac{\cot(x/2)}{K}.
\]

```lean
/-- Comparison function for the remainder of the sine sum, on the domain `0 < x < 2π`:
`e` times the remainder corrected for its leading oscillation, minus `cot (x/2) / (2N+1)`. -/
def barrier (N : ℕ) (e x : ℝ) : ℝ :=
  e * (sineSum N x - (π - x) / 2
    + cos (((N : ℝ) + 1 / 2) * x) / ((2 * (N : ℝ) + 1) * sin (x / 2)))
    - cos (x / 2) / ((2 * (N : ℝ) + 1) * sin (x / 2))
```

### (a) Slope of the sine sum

Show that
\[
S_N'(x)=\sum_{j=0}^{N-1}\cos((j+1)x).
\]

**Solution.** The chain rule gives each term a factor \(j+1\), which cancels its denominator. `HasDerivAt.fun_sum` adds the terms.

```lean
/-- The derivative of the sine sum is the sum of the cosines of the modes. -/
theorem hasDerivAt_sineSum (N : ℕ) (x : ℝ) :
    HasDerivAt (sineSum N) (∑ j ∈ Finset.range N, cos (((j : ℝ) + 1) * x)) x := by
  have h1 : ∀ j ∈ Finset.range N, HasDerivAt
      (fun y : ℝ => sin (((j : ℝ) + 1) * y) / ((j : ℝ) + 1)) (cos (((j : ℝ) + 1) * x)) x := by
    intro j _
    have hj : (j : ℝ) + 1 ≠ 0 := by positivity
    have h2 : HasDerivAt (fun y : ℝ => ((j : ℝ) + 1) * y) ((j : ℝ) + 1) x :=
      ((hasDerivAt_id' x).const_mul _).congr_deriv (mul_one _)
    refine (h2.sin.div_const _).congr_deriv ?_
    rw [div_eq_iff hj]
  exact HasDerivAt.fun_sum h1
```

### (b) Friction as a sine sum

Integrate the kernel to obtain
\[
F_N(t)=\frac{2g}{\pi}S_N(dt).
\]

**Solution.** By (a), the right side has derivative \(\frac{2g}{\pi}\,d\,S_N'(dt)=M_N(t)\), and it vanishes at \(t=0\). The fundamental theorem of calculus does the rest, in Lean as by hand. Nothing is divided by \(d\).

```lean
/-- The accumulated friction is `2g/π` times the sine sum at the phase `d t`. -/
theorem friction_eq (g d : ℝ) (N : ℕ) (t : ℝ) :
    friction g d N t = 2 * g / π * sineSum N (d * t) := by
  have h : ∀ s ∈ Set.uIcc 0 t,
      HasDerivAt (fun s => 2 * g / π * sineSum N (d * s)) (kernel g d N s) s := by
    intro s _
    have h1 : HasDerivAt (fun s : ℝ => d * s) d s :=
      ((hasDerivAt_id' s).const_mul _).congr_deriv (mul_one _)
    refine (((hasDerivAt_sineSum N (d * s)).comp s h1).const_mul (2 * g / π)).congr_deriv ?_
    simp only [kernel, mul_assoc]
    ring
  have hc : Continuous (kernel g d N) := by
    unfold kernel
    fun_prop
  rw [friction, intervalIntegral.integral_eq_sub_of_hasDerivAt h (hc.intervalIntegrable _ _)]
  simp [sineSum]
```

### (c) Summing the cosines

Show that
\[
2\sin\tfrac x2\sum_{j=0}^{N-1}\cos((j+1)x)=\sin((N+\tfrac12)x)-\sin\tfrac x2 .
\]

**Solution.** Each term on the left equals \(\sin((j+\frac32)x)-\sin((j+\frac12)x)\), so the sum telescopes. The code does this by induction on \(N\).

```lean
/-- Dirichlet kernel identity: the sum of the cosines of `N` equally spaced modes,
multiplied by `2 sin (x/2)`, in closed form. -/
theorem dirichlet_identity (N : ℕ) (x : ℝ) :
    2 * sin (x / 2) * ∑ j ∈ Finset.range N, cos (((j : ℝ) + 1) * x)
      = sin (((N : ℝ) + 1 / 2) * x) - sin (x / 2) := by
  induction N with
  | zero =>
    have h : (((0 : ℕ) : ℝ) + 1 / 2) * x = x / 2 := by push_cast; ring
    rw [h]
    simp
  | succ N ih =>
    have e1 : (((N + 1 : ℕ) : ℝ) + 1 / 2) * x = ((N : ℝ) + 1) * x + x / 2 := by
      push_cast; ring
    have e2 : ((N : ℝ) + 1 / 2) * x = ((N : ℝ) + 1) * x - x / 2 := by ring
    rw [Finset.sum_range_succ, mul_add, ih, e1, e2, sin_add, sin_sub]
    ring
```

### (d) An increasing comparison function

For \(|e|\le1\), show that \(B_e\) increases on \((0,2\pi)\) by finding
\[
B_e'(x)=\frac{1-e\cos((N+\frac12)x)\cos(x/2)}{2K\sin^2(x/2)}\ge0 .
\]

**Solution.** By (a) and (c), \(S_N'+\frac12=\sin((N+\frac12)x)/(2\sin(x/2))\). The correction term has derivative
\[
-\frac{\sin((N+\frac12)x)}{2\sin(x/2)}-\frac{\cos((N+\frac12)x)\cos(x/2)}{2K\sin^2(x/2)},
\]
whose first part cancels this. The cotangent term contributes \(1/(2K\sin^2(x/2))\). The product subtracted from 1 is at most 1 in size. In the code `hder` is this derivative, and `monotoneOn_of_deriv_nonneg` concludes.

```lean
/-- For `|e| ≤ 1` the comparison function increases on `0 < x < 2π`. -/
theorem barrier_monotone (N : ℕ) (e : ℝ) (he : |e| ≤ 1) :
    MonotoneOn (barrier N e) (Set.Ioo 0 (2 * π)) := by
  have hder : ∀ y ∈ Set.Ioo 0 (2 * π), HasDerivAt (barrier N e)
      ((sin (y / 2) ^ 2 + cos (y / 2) ^ 2 - e * (cos (((N : ℝ) + 1 / 2) * y) * cos (y / 2)))
        / (2 * (2 * (N : ℝ) + 1) * sin (y / 2) ^ 2)) y := by
    intro y hy
    have hs : sin (y / 2) ≠ 0 :=
      (sin_pos_of_pos_of_lt_pi (by linarith [hy.1]) (by linarith [hy.2])).ne'
    have hK : 2 * (N : ℝ) + 1 ≠ 0 := by positivity
    have h1 : HasDerivAt (fun y : ℝ => ((N : ℝ) + 1 / 2) * y) ((N : ℝ) + 1 / 2) y :=
      ((hasDerivAt_id' y).const_mul _).congr_deriv (mul_one _)
    have h2 : HasDerivAt (fun y : ℝ => y / 2) (1 / 2) y := (hasDerivAt_id' y).div_const 2
    have h3 : HasDerivAt (fun y : ℝ => (π - y) / 2) (-1 / 2) y :=
      ((hasDerivAt_id' y).const_sub π).div_const 2
    have h4 := h2.sin.const_mul (2 * (N : ℝ) + 1)
    have hne := mul_ne_zero hK hs
    have h := ((((hasDerivAt_sineSum N y).fun_sub h3).fun_add
      (h1.cos.fun_div h4 hne)).const_mul e).fun_sub (h2.cos.fun_div h4 hne)
    refine h.congr_deriv ?_
    -- insert the closed form of the cosine sum
    have hS : ∑ j ∈ Finset.range N, cos (((j : ℝ) + 1) * y)
        = (sin (((N : ℝ) + 1 / 2) * y) - sin (y / 2)) / (2 * sin (y / 2)) := by
      rw [eq_div_iff (mul_ne_zero two_ne_zero hs)]
      linear_combination dirichlet_identity N y
    rw [hS]
    generalize ((N : ℝ) + 1 / 2) * y = u
    field_simp
    ring
  refine monotoneOn_of_deriv_nonneg (convex_Ioo _ _)
    (fun y hy => (hder y hy).continuousAt.continuousWithinAt) ?_ ?_
  · rw [interior_Ioo]
    exact fun y hy => (hder y hy).differentiableAt.differentiableWithinAt
  · rw [interior_Ioo]
    intro y hy
    rw [(hder y hy).deriv, sin_sq_add_cos_sq]
    have hb : |e * (cos (((N : ℝ) + 1 / 2) * y) * cos (y / 2))| ≤ 1 := by
      rw [abs_mul, abs_mul]
      exact mul_le_one₀ he (by positivity)
        (mul_le_one₀ (abs_cos_le_one _) (abs_nonneg _) (abs_cos_le_one _))
    exact div_nonneg (by linarith [(abs_le.mp hb).2]) (by positivity)
```

### (e) A common zero

Show that \(S_N(\pi)=0\).

**Solution.** Every \(\sin((j+1)\pi)\) is zero.

```lean
/-- The sine sum vanishes at `x = π` for every number of modes. -/
theorem sineSum_pi (N : ℕ) : sineSum N π = 0 := by
  refine Finset.sum_eq_zero fun j _ => ?_
  have h := sin_nat_mul_pi (j + 1)
  push_cast at h
  rw [h, zero_div]
```

### (f) Distance from the sawtooth

For \(0<x<2\pi\), show that
\[
\left|S_N(x)-\frac{\pi-x}{2}\right|\le\frac{2}{(2N+1)\sin(x/2)} .
\]

**Solution.** Write \(R\) for the difference and \(q=1/(K\sin(x/2))\). By (e), and because \(\cos((N+\frac12)\pi)=\cos(\pi/2)=0\), we have \(B_{\pm1}(\pi)=0\). For \(x\le\pi\), (d) gives \(B_{\pm1}(x)\le0\), so
\[
\left|R+q\cos((N+\tfrac12)x)\right|\le q\cos\tfrac x2\le q .
\]
For \(x\ge\pi\) the same holds with \(-\cos(x/2)\) in place of \(\cos(x/2)\). Hence \(|R|\le2q\). The two cases are the `rcases` branches.

```lean
/-- For `0 < x < 2π` the sine sum differs from the sawtooth `(π - x)/2` by at most
`2 / ((2N+1) sin (x/2))`. -/
theorem sineSum_error (N : ℕ) {x : ℝ} (h0 : 0 < x) (h1 : x < 2 * π) :
    |sineSum N x - (π - x) / 2| ≤ 2 / ((2 * (N : ℝ) + 1) * sin (x / 2)) := by
  have hs : 0 < sin (x / 2) := sin_pos_of_pos_of_lt_pi (by linarith) (by linarith)
  have hKs : 0 < (2 * (N : ℝ) + 1) * sin (x / 2) := by positivity
  have hb : ∀ u : ℝ, |cos u / ((2 * (N : ℝ) + 1) * sin (x / 2))|
      ≤ 1 / ((2 * (N : ℝ) + 1) * sin (x / 2)) := by
    intro u
    rw [abs_div, abs_of_pos hKs]
    exact div_le_div_of_nonneg_right (abs_cos_le_one u) hKs.le
  have hpi : ∀ e : ℝ, barrier N e π = 0 := by
    intro e
    have hc : cos (((N : ℝ) + 1 / 2) * π) = 0 := by
      rw [show ((N : ℝ) + 1 / 2) * π = N * π + π / 2 by ring, cos_add_pi_div_two,
        sin_nat_mul_pi, neg_zero]
    rw [barrier, sineSum_pi, hc, cos_pi_div_two]
    ring
  have hx : x ∈ Set.Ioo 0 (2 * π) := ⟨h0, h1⟩
  have hp : π ∈ Set.Ioo 0 (2 * π) := ⟨pi_pos, by linarith [pi_pos]⟩
  have m1 := barrier_monotone N 1 (by norm_num)
  have m2 := barrier_monotone N (-1) (by norm_num)
  have b1 := abs_le.mp (hb (((N : ℝ) + 1 / 2) * x))
  have b2 := abs_le.mp (hb (x / 2))
  have e2 : 2 / ((2 * (N : ℝ) + 1) * sin (x / 2))
      = 2 * (1 / ((2 * (N : ℝ) + 1) * sin (x / 2))) := by ring
  rw [e2, abs_le]
  -- compare with the common zero at `π`, from the left or from the right
  rcases le_total x π with h | h
  · have i1 := m1 hx hp h
    have i2 := m2 hx hp h
    rw [hpi, barrier] at i1 i2
    constructor <;> linarith [b1.1, b1.2, b2.1, b2.2]
  · have i1 := m1 hp hx h
    have i2 := m2 hp hx h
    rw [hpi, barrier] at i1 i2
    constructor <;> linarith [b1.1, b1.2, b2.1, b2.2]
```

### (g) Error at finite mode number

For \(0<dt<2\pi\), show that
\[
\left|F_N(t)-g\left(1-\frac{dt}{\pi}\right)\right|\le\frac{4|g|}{\pi(2N+1)\sin(dt/2)} .
\]

**Solution.** Put \(x=dt\) in (f), multiply by \(2|g|/\pi\) and use (b).

```lean
/-- For a phase `0 < d t < 2π`, the friction of `N` modes differs from `g (1 - d t/π)` by at
most `4|g| / (π (2N+1) sin (d t/2))`. -/
theorem friction_error (g : ℝ) {d t : ℝ} (N : ℕ) (h0 : 0 < d * t) (h1 : d * t < 2 * π) :
    |friction g d N t - g * (1 - d * t / π)|
      ≤ 4 * |g| / (π * ((2 * (N : ℝ) + 1) * sin (d * t / 2))) := by
  have hp : π * π⁻¹ = 1 := mul_inv_cancel₀ pi_ne_zero
  have e : 2 * g / π * sineSum N (d * t) - g * (1 - d * t / π)
      = 2 * g / π * (sineSum N (d * t) - (π - d * t) / 2) := by
    linear_combination g * hp
  have ha : |2 * g / π| = 2 * |g| / π := by
    rw [abs_div, abs_mul, abs_two, abs_of_pos pi_pos]
  rw [friction_eq, e, abs_mul, ha]
  calc 2 * |g| / π * |sineSum N (d * t) - (π - d * t) / 2|
      ≤ 2 * |g| / π * (2 / ((2 * (N : ℝ) + 1) * sin (d * t / 2))) :=
        mul_le_mul_of_nonneg_left (sineSum_error N h0 h1) (by positivity)
    _ = 4 * |g| / (π * ((2 * (N : ℝ) + 1) * sin (d * t / 2))) := by
        rw [div_mul_div_comm]
        ring
```

### (h) Many modes at fixed spacing

For the same phases, show that
\[
\lim_{N\to\infty}F_N(t)=g\left(1-\frac{dt}{\pi}\right).
\]

**Solution.** With \(d\) and \(t\) fixed, \(\sin(dt/2)>0\) and the bound in (g) tends to zero; `squeeze_zero` finishes. The shortfall \(g\,dt/\pi\) shrinks with the spacing, not with further modes.

```lean
/-- For a phase `0 < d t < 2π`, the accumulated friction tends to `g (1 - d t/π)` as the
number of modes grows at fixed spacing `d`. -/
theorem friction_tendsto (g : ℝ) {d t : ℝ} (h0 : 0 < d * t) (h1 : d * t < 2 * π) :
    Tendsto (fun N : ℕ => friction g d N t) atTop (𝓝 (g * (1 - d * t / π))) := by
  have hs : 0 < sin (d * t / 2) := sin_pos_of_pos_of_lt_pi (by linarith) (by linarith)
  have hN : Tendsto (fun N : ℕ => 2 * (N : ℝ) + 1) atTop atTop :=
    tendsto_atTop_add_const_right _ _ (tendsto_natCast_atTop_atTop.const_mul_atTop two_pos)
  have hlim : Tendsto (fun N : ℕ => 4 * |g| / (π * ((2 * (N : ℝ) + 1) * sin (d * t / 2))))
      atTop (𝓝 0) :=
    tendsto_const_nhds.div_atTop ((hN.atTop_mul_const hs).const_mul_atTop pi_pos)
  rw [tendsto_iff_norm_sub_tendsto_zero]
  refine squeeze_zero (fun N => norm_nonneg _) (fun N => ?_) hlim
  rw [Real.norm_eq_abs]
  exact friction_error g N h0 h1
```

### (i) Negative friction

For \(g>0\) and \(\pi<dt<2\pi\), show that \(F_N(t)<0\) for all sufficiently large \(N\).

**Solution.** The limit in (h) is negative, so the sequence is eventually negative. This is what `∀ᶠ N : ℕ in atTop` says; it names no threshold. In fact every \(N\ge1\) works, by the Fejér–Jackson inequality \(S_N(x)>0\) for \(0<x<\pi\) and the symmetry \(S_N(2\pi-x)=-S_N(x)\), but that is not proved here.

```lean
/-- For `g > 0` and a phase `π < d t < 2π`, the accumulated friction is negative for all
sufficiently large numbers of modes. -/
theorem friction_eventually_neg {g d t : ℝ} (hg : 0 < g) (h0 : π < d * t)
    (h1 : d * t < 2 * π) : ∀ᶠ N : ℕ in atTop, friction g d N t < 0 := by
  have h : 1 < d * t / π := by
    rw [lt_div_iff₀ pi_pos]
    linarith
  exact (tendsto_order.1 (friction_tendsto g (pi_pos.trans h0) h1)).2 0
    (mul_neg_of_pos_of_neg hg (by linarith))
```

### (j) Recurrence

For every \(N\), show that
\[
dt=\pi\Rightarrow F_N(t)=0,\qquad dT=2\pi\Rightarrow F_N(t+T)=F_N(t).
\]

**Solution.** The first claim is (b) with (e). For the second, the argument of mode \(j\) grows by \(2\pi(j+1)\), which leaves its sine unchanged.

```lean
/-- For every number of modes, the accumulated friction vanishes at the phase `d t = π` and
repeats itself after any time `T` with `d T = 2π`. -/
theorem friction_recurrence (g d : ℝ) (N : ℕ) :
    (∀ t, d * t = π → friction g d N t = 0) ∧
      ∀ t T, d * T = 2 * π → friction g d N (t + T) = friction g d N t := by
  refine ⟨fun t ht => by rw [friction_eq, ht, sineSum_pi, mul_zero], fun t T hT => ?_⟩
  rw [friction_eq, friction_eq]
  congr 1
  refine Finset.sum_congr rfl fun j _ => ?_
  -- each mode completes a whole number of oscillations
  have e : ((j : ℝ) + 1) * (d * (t + T))
      = ((j : ℝ) + 1) * (d * t) + ((j + 1 : ℕ) : ℝ) * (2 * π) := by
    push_cast
    linear_combination ((j : ℝ) + 1) * hT
  rw [e, sin_add_nat_mul_two_pi]

end

end DiscretisedFrictionBath
```

```lean
#print axioms DiscretisedFrictionBath.friction_eventually_neg
-- 'DiscretisedFrictionBath.friction_eventually_neg' depends on axioms: [propext, Classical.choice, Quot.sound]
#print axioms DiscretisedFrictionBath.friction_recurrence
-- 'DiscretisedFrictionBath.friction_recurrence' depends on axioms: [propext, Classical.choice, Quot.sound]
```
